# Normalisation, mean and variance of the multiphonon series for a finite one-phonon spectrum

Cut the multiphonon expansion after its one-phonon term at $2W = 1$, and the elastic and one-phonon parts together carry $2e^{-1} \approx 0.74$ of the energy-integrated scattering function. The rest is missing. Rescaling the truncated spectrum to unit area does not repair it, because its mean energy transfer is then half of what the full series gives. Such a truncation can be tested against the total, mean and variance of the full series.

They are derived here for incoherent scattering from one atomic site of a harmonic solid at fixed momentum transfer, with a one-phonon spectrum of finitely many lines on an integer energy grid. In that setting they provide checks on a computed multiphonon correction in inelastic neutron scattering, applied to the scattering function itself, without the factor $k_f/k_i$ (final over initial neutron wavenumber) of the cross-section.

```lean
import Mathlib

open Complex

namespace MultiphononExpansion

noncomputable section
```

## One phonon on an energy grid

Energy transfers are integers $j$, in units of the grid spacing. Both signs are allowed, so the spectrum can contain phonon creation and annihilation. The line at $j$ has weight $p_j \ge 0$, and $\sum_j p_j = 1$. In Lean, `supp` is the finite set of lines, and the fields `nonneg` and `total` are the two conditions on the weights.

```lean
/-- A one-phonon spectrum: finitely many integer energy transfers `j ∈ supp`, with
non-negative weights `p j` that sum to one. Values of `p` outside `supp` play no role. -/
structure OnePhonon where
  supp : Finset ℤ
  p : ℤ → ℝ
  nonneg : ∀ j ∈ supp, 0 ≤ p j
  total : ∑ j ∈ supp, p j = 1
```

The raw moments are $m_r = \sum_j p_j\, j^r$, taken about zero transfer and not about the mean.

```lean
/-- The raw moment of order `r` of the one-phonon spectrum. -/
def moment (P : OnePhonon) (r : ℕ) : ℝ := ∑ j ∈ P.supp, P.p j * (j : ℝ) ^ r
```

The characteristic function is $\varphi(t) = \sum_j p_j e^{itj}$, with a plus sign in the exponent and $t$ in units of $\hbar$ divided by the grid spacing.

```lean
/-- The characteristic function of the one-phonon spectrum at time `t`. -/
def charFn (P : OnePhonon) (t : ℝ) : ℂ := ∑ j ∈ P.supp, (P.p j : ℂ) * exp (I * t * j)
```

## Many phonons with Poisson weights

With no phonon exchanged, the spectrum is a unit elastic line, $p^{(0)}(k) = \delta_{k,0}$. Each further phonon shifts the transfer by $j$ with probability $p_j$:

$$p^{(n+1)}(k) = \sum_j p_j\, p^{(n)}(k-j).$$

```lean
/-- The `n`-phonon spectrum: the `n`-fold convolution of the one-phonon spectrum,
starting from a unit elastic line at zero energy transfer. -/
def nPhonon (P : OnePhonon) : ℕ → ℤ → ℝ
  | 0, k => if k = 0 then 1 else 0
  | n + 1, k => ∑ j ∈ P.supp, P.p j * nPhonon P n (k - j)
```

Write $g = 2W$ for the Debye–Waller exponent. The $n$-phonon term has weight $w_n = e^{-g} g^n/n!$, so the zero-phonon term is reduced by the Debye–Waller factor $e^{-2W}$.

```lean
/-- The Poisson weight of the `n`-phonon term, with `g = 2W`. -/
def weight (g : ℝ) (n : ℕ) : ℝ := Real.exp (-g) * g ^ n / n.factorial
```

The multiphonon spectrum is $S(k) = \sum_{n\ge 0} w_n\, p^{(n)}(k)$. This Poisson form is the definition here. In a harmonic solid it comes from expanding the exponential of the displacement correlation function, a step that is taken as given.

```lean
/-- The multiphonon spectrum: the Poisson-weighted sum of all `n`-phonon spectra. -/
def multiphonon (P : OnePhonon) (g : ℝ) (k : ℤ) : ℝ := ∑' n, weight g n * nPhonon P n k
```

Convergence is part of each result below: `HasSum f a` says that the series with terms `f` converges, independently of the order of its terms, and has sum `a`. A small helper replaces the terms and the sum by equal expressions.

```lean
/-- A convergent sum may be rewritten term by term. -/
private theorem rewrite_sum {ι E : Type*} [AddCommMonoid E] [TopologicalSpace E]
    {f f' : ι → E} {a a' : E} (h : HasSum f a) (hf : ∀ i, f' i = f i) (ha : a' = a) :
    HasSum f' a' := by
  rw [ha, funext hf]
  exact h
```

## Characteristic functions multiply

At $t = 0$ every exponential is 1, so $\varphi(0) = \sum_j p_j = 1$.

```lean
/-- The one-phonon characteristic function equals one at time zero. -/
theorem charFn_zero (P : OnePhonon) : charFn P 0 = 1 := by
  simp only [charFn, ofReal_zero, mul_zero, zero_mul, exp_zero, mul_one]
  exact_mod_cast P.total
```

The elastic line has characteristic function 1. For one more phonon, write $e^{itk} = e^{itj} e^{it(k-j)}$ and shift the summation index:

$$\sum_k p^{(n+1)}(k)\, e^{itk} = \sum_j p_j e^{itj} \sum_k p^{(n)}(k-j)\, e^{it(k-j)} = \varphi(t)\,\varphi(t)^n .$$

The Lean induction does the same, with `Equiv.subRight j` as the index shift.

```lean
/-- The `n`-phonon spectrum has characteristic function `φ(t) ^ n`. -/
theorem nPhonon_charFn (P : OnePhonon) (t : ℝ) (n : ℕ) :
    HasSum (fun k : ℤ => (nPhonon P n k : ℂ) * exp (I * t * k)) (charFn P t ^ n) := by
  induction n with
  | zero =>
    refine rewrite_sum (hasSum_ite_eq (0 : ℤ) (1 : ℂ)) (fun k => ?_) (pow_zero _)
    by_cases hk : k = 0 <;> simp [nPhonon, hk]
  | succ n ih =>
    have h := hasSum_sum (fun j (_ : j ∈ P.supp) =>
      ((Equiv.subRight j).hasSum_iff.mpr ih).mul_left ((P.p j : ℂ) * exp (I * t * j)))
    refine rewrite_sum h (fun k => ?_) ?_
    · simp only [nPhonon, Function.comp_apply, Equiv.subRight_apply, ofReal_sum, ofReal_mul,
        Finset.sum_mul]
      refine Finset.sum_congr rfl fun j _ => ?_
      have e : exp (I * t * k) = exp (I * t * j) * exp (I * t * ((k - j : ℤ) : ℂ)) := by
        rw [← exp_add]
        congr 1
        push_cast
        ring
      rw [e]
      ring
    · rw [pow_succ', ← Finset.sum_mul]
      rfl
```

Setting $t = 0$ gives $\sum_k p^{(n)}(k) = 1$. Non-negativity follows by induction, since the convolution only adds products of non-negative numbers.

```lean
/-- Every `n`-phonon spectrum is a probability distribution. -/
theorem nPhonon_prob (P : OnePhonon) (n : ℕ) :
    (∀ k, 0 ≤ nPhonon P n k) ∧ HasSum (nPhonon P n) 1 := by
  refine ⟨?_, by simpa [charFn_zero] using reCLM.hasSum (nPhonon_charFn P 0 n)⟩
  induction n with
  | zero =>
    intro k
    unfold nPhonon
    split_ifs <;> norm_num
  | succ n ih =>
    intro k
    unfold nPhonon
    exact Finset.sum_nonneg fun j hj => mul_nonneg (P.nonneg j hj) (ih _)
```

## Summing over the phonon number

For any complex $z$, the exponential series gives

$$\sum_n w_n z^n = e^{-g} \sum_n \frac{(gz)^n}{n!} = e^{g(z-1)} .$$

```lean
/-- The Poisson weights are summable, with generating function `exp (g (z - 1))`. -/
theorem weight_generating (g : ℝ) : Summable (weight g) ∧
    ∀ z : ℂ, HasSum (fun n => (weight g n : ℂ) * z ^ n) (exp (g * (z - 1))) := by
  refine ⟨HasSum.summable (rewrite_sum ((Real.summable_pow_div_factorial g).mul_left
    (Real.exp (-g))).hasSum (fun n => mul_div_assoc _ _ _) rfl), fun z => ?_⟩
  have h := NormedSpace.expSeries_div_hasSum_exp ((g : ℂ) * z)
  rw [← exp_eq_exp_ℂ] at h
  refine rewrite_sum (h.mul_left (exp (-(g : ℂ)))) (fun n => ?_) ?_
  · simp only [weight]
    push_cast
    rw [mul_pow]
    ring
  · rw [← exp_add]
    congr 1
    ring
```

A probability is at most 1, so $0 \le w_n p^{(n)}(k) \le w_n$, and the series for $S(k)$ converges by comparison with the Poisson weights.

```lean
/-- For `g ≥ 0` the multiphonon series converges at every energy transfer. -/
theorem multiphonon_hasSum (P : OnePhonon) {g : ℝ} (hg : 0 ≤ g) (k : ℤ) :
    HasSum (fun n => weight g n * nPhonon P n k) (multiphonon P g k) := by
  have hw : ∀ n, 0 ≤ weight g n := fun n => by unfold weight; positivity
  have hp := nPhonon_prob P
  exact (Summable.of_nonneg_of_le (fun n => mul_nonneg (hw n) ((hp n).1 k))
    (fun n => mul_le_of_le_one_right (hw n) (le_hasSum (hp n).2 k fun j _ => (hp n).1 j))
    (weight_generating g).1).hasSum
```

The characteristic function of $S$ is a double sum over $n$ and $k$. Since $|e^{itk}| = 1$, the absolute values sum to $\sum_n w_n$, which is finite, and the order of summation may be exchanged:

$$\sum_k S(k)\, e^{itk} = \sum_n w_n \sum_k p^{(n)}(k)\, e^{itk} = \sum_n w_n \varphi(t)^n = e^{g(\varphi(t)-1)} .$$

In the proof, `F` is the double series on pairs $(n,k)$, and `hF` is its absolute convergence. Summing over $k$ first gives the exponential, and summing over $n$ first gives the left-hand side.

```lean
/-- For `g ≥ 0` the multiphonon spectrum has characteristic function `exp (g (φ(t) - 1))`. -/
theorem multiphonon_charFn (P : OnePhonon) {g : ℝ} (hg : 0 ≤ g) (t : ℝ) :
    HasSum (fun k : ℤ => (multiphonon P g k : ℂ) * exp (I * t * k))
      (exp (g * (charFn P t - 1))) := by
  have hw : ∀ n, 0 ≤ weight g n := fun n => by unfold weight; positivity
  have hp := nPhonon_prob P
  have hn : ∀ k : ℤ, ‖exp (I * t * k)‖ = 1 := fun k => by
    rw [show I * t * k = ((t * k : ℝ) : ℂ) * I by push_cast; ring, norm_exp_ofReal_mul_I]
  have e : (fun n => ∑' k, weight g n * nPhonon P n k) = weight g := funext fun n => by
    rw [((hp n).2.mul_left (weight g n)).tsum_eq, mul_one]
  -- the double series converges absolutely, so the two sums may be exchanged
  let F : ℕ × ℤ → ℂ := fun x => weight g x.1 * (nPhonon P x.1 x.2 * exp (I * t * x.2))
  have hF : Summable F := by
    refine Summable.of_norm_bounded (g := fun x : ℕ × ℤ => weight g x.1 * nPhonon P x.1 x.2)
      ((summable_prod_of_nonneg fun x => mul_nonneg (hw _) ((hp _).1 _)).2
        ⟨fun n => ((hp n).2.mul_left (weight g n)).summable, ?_⟩) fun x => le_of_eq ?_
    · change Summable fun n => ∑' k, weight g n * nPhonon P n k
      rw [e]
      exact (weight_generating g).1
    · simp only [F, norm_mul, hn, mul_one, norm_real]
      rw [Real.norm_of_nonneg (hw _), Real.norm_of_nonneg ((hp _).1 _)]
  have hT := (hF.hasSum.prod_fiberwise fun n =>
    (nPhonon_charFn P t n).mul_left (weight g n : ℂ)).unique
      ((weight_generating g).2 (charFn P t))
  have hS := (Equiv.prodComm ℤ ℕ).hasSum_iff.mpr hF.hasSum
  rw [hT] at hS
  refine hS.prod_fiberwise fun k => ?_
  have hk : HasSum (fun n => ((weight g n * nPhonon P n k : ℝ) : ℂ)) (multiphonon P g k : ℂ) :=
    ofRealCLM.hasSum (multiphonon_hasSum P hg k)
  refine rewrite_sum (hk.mul_right (exp (I * t * k))) (fun n => ?_) rfl
  change (weight g n : ℂ) * (nPhonon P n k * exp (I * t * k)) = _
  push_cast
  ring
```

## A recursion for the energy transfer

Differentiating the characteristic function would give the moments, but would require differentiating an infinite series. A recursion in $k$ gives them algebraically. It starts from the fact that the phonons in an $(n+1)$-phonon process are equivalent, so at a given total transfer $k$ each contributes the same amount on average:

$$k\, p^{(n+1)}(k) = (n+1) \sum_j j\, p_j\, p^{(n)}(k-j).$$

To prove it, write $k = j + (k-j)$ inside the convolution:

$$k\, p^{(n+1)}(k) = \sum_j j\, p_j\, p^{(n)}(k-j) + \sum_j p_j\, (k-j)\, p^{(n)}(k-j).$$

For $n = 0$ the second sum vanishes, because the elastic line sits at zero. For $n = m+1$, the induction hypothesis turns the second sum into

$$(m+1)\sum_j p_j \sum_i i\, p_i\, p^{(m)}(k-j-i) = (m+1) \sum_i i\, p_i\, p^{(m+1)}(k-i),$$

and adding the first sum gives the factor $m+2$. The last two displayed identities are `split` and `sw` in the proof.

```lean
/-- The `n`-phonon spectra obey the recursion `k p⁽ⁿ⁺¹⁾(k) = (n+1) ∑ⱼ j pⱼ p⁽ⁿ⁾(k-j)`. -/
theorem nPhonon_rec (P : OnePhonon) (n : ℕ) (k : ℤ) : (k : ℝ) * nPhonon P (n + 1) k =
    ((n : ℝ) + 1) * ∑ j ∈ P.supp, P.p j * j * nPhonon P n (k - j) := by
  have split : ∀ (n : ℕ) (k : ℤ), (k : ℝ) * nPhonon P (n + 1) k =
      ∑ j ∈ P.supp, P.p j * j * nPhonon P n (k - j) +
      ∑ j ∈ P.supp, P.p j * (((k - j : ℤ) : ℝ) * nPhonon P n (k - j)) := by
    intro n k
    simp only [nPhonon, Finset.mul_sum, ← Finset.sum_add_distrib]
    exact Finset.sum_congr rfl fun j _ => by push_cast; ring
  induction n generalizing k with
  | zero =>
    have z : ∀ m : ℤ, (m : ℝ) * nPhonon P 0 m = 0 := fun m => by
      by_cases h : m = 0 <;> simp [nPhonon, h]
    rw [split]
    simp only [z, mul_zero, Finset.sum_const_zero, Nat.cast_zero, zero_add, one_mul, add_zero]
  | succ m ih =>
    have sw : ∑ j ∈ P.supp, P.p j * (((m : ℝ) + 1) *
        ∑ i ∈ P.supp, P.p i * i * nPhonon P m (k - j - i)) =
        ((m : ℝ) + 1) * ∑ i ∈ P.supp, P.p i * i * nPhonon P (m + 1) (k - i) := by
      simp only [nPhonon, Finset.mul_sum]
      rw [Finset.sum_comm]
      refine Finset.sum_congr rfl fun i _ => Finset.sum_congr rfl fun j _ => ?_
      rw [sub_right_comm k j i]
      ring
    rw [split]
    simp only [ih]
    rw [sw]
    push_cast
    ring
```

The Poisson weights satisfy $(n+1)\,w_{n+1} = g\,w_n$. The zero-phonon term contributes nothing to $k\,S(k)$, so

$$k\,S(k) = \sum_{n\ge 0} w_{n+1}\, k\, p^{(n+1)}(k) = g \sum_n w_n \sum_j j\, p_j\, p^{(n)}(k-j) = g \sum_j j\, p_j\, S(k-j).$$

```lean
/-- For `g ≥ 0` the multiphonon spectrum obeys `k S(k) = g ∑ⱼ j pⱼ S(k-j)`. -/
theorem multiphonon_rec (P : OnePhonon) {g : ℝ} (hg : 0 ≤ g) (k : ℤ) :
    (k : ℝ) * multiphonon P g k =
      g * ∑ j ∈ P.supp, P.p j * j * multiphonon P g (k - j) := by
  have h1 := hasSum_sum (fun j (_ : j ∈ P.supp) =>
    (multiphonon_hasSum P hg (k - j)).mul_left (P.p j * j))
  have h2 : HasSum (fun n : ℕ => (k : ℝ) * (weight g (n + 1) * nPhonon P (n + 1) k))
      (g * ∑ j ∈ P.supp, P.p j * j * multiphonon P g (k - j)) := by
    refine rewrite_sum (h1.mul_left g) (fun n => ?_) rfl
    -- consecutive Poisson weights satisfy `(n+1) wₙ₊₁ = g wₙ`
    have r : weight g (n + 1) * ((n : ℝ) + 1) = g * weight g n := by
      have hn : (n.factorial : ℝ) ≠ 0 := by positivity
      have hn1 : (n : ℝ) + 1 ≠ 0 := by positivity
      simp only [weight, Nat.factorial_succ, Nat.cast_mul, Nat.cast_add, Nat.cast_one, pow_succ]
      field_simp
    calc _ = weight g (n + 1) * ((k : ℝ) * nPhonon P (n + 1) k) := by ring
      _ = g * weight g n * ∑ j ∈ P.supp, P.p j * j * nPhonon P n (k - j) := by
        rw [nPhonon_rec, ← mul_assoc, r]
      _ = _ := by
        simp only [Finset.mul_sum]
        exact Finset.sum_congr rfl fun j _ => by ring
  have h3 := (hasSum_nat_add_iff
    (f := fun n => (k : ℝ) * (weight g n * nPhonon P n k)) 1).mp h2
  have z : (k : ℝ) * (weight g 0 * nPhonon P 0 k) = 0 := by
    by_cases h : k = 0 <;> simp [nPhonon, h]
  simp only [Finset.sum_range_one, z, add_zero] at h3
  exact ((multiphonon_hasSum P hg k).mul_left (k : ℝ)).unique h3
```

## Total, mean and variance

The total follows from the characteristic function at $t = 0$. For the moments, multiply the recursion by a function $f(k)$, sum over $k$ and shift the index:

$$\sum_k S(k)\, k f(k) = g \sum_j j\, p_j \sum_k S(k) f(k+j),$$

provided that the inner series on the right converge. This is `H` in the proof.

With $f = 1$ the mean is $\mu = g\,m_1$. With $f(k) = k$ the inner sum is $\mu + j$, so

$$\sum_k S(k)\, k^2 = g \sum_j j\, p_j (\mu + j) = \mu^2 + g\,m_2 .$$

Expanding the square then gives

$$\sum_k S(k)(k-\mu)^2 = (\mu^2 + g\,m_2) - 2\mu^2 + \mu^2 = g\,m_2 .$$

The raw moment $m_2$ appears, and not the one-phonon variance $m_2 - m_1^2$, because the phonon number fluctuates too and adds $g\,m_1^2$.

```lean
/-- For `g = 2W ≥ 0` the multiphonon spectrum is a probability distribution with
characteristic function `exp (g (φ(t) - 1))`, mean `g m₁` and variance `g m₂`. -/
theorem multiphonon_distribution (P : OnePhonon) {g : ℝ} (hg : 0 ≤ g) :
    (∀ k, 0 ≤ multiphonon P g k) ∧ HasSum (multiphonon P g) 1 ∧
    (∀ t : ℝ, HasSum (fun k : ℤ => (multiphonon P g k : ℂ) * exp (I * t * k))
      (exp (g * (charFn P t - 1)))) ∧
    HasSum (fun k : ℤ => multiphonon P g k * (k : ℝ)) (g * moment P 1) ∧
    HasSum (fun k : ℤ => multiphonon P g k * ((k : ℝ) - g * moment P 1) ^ 2)
      (g * moment P 2) := by
  have h0 : HasSum (multiphonon P g) 1 := by
    simpa [charFn_zero] using reCLM.hasSum (multiphonon_charFn P hg 0)
  -- the recursion lowers the power of k in an average by one
  have H : ∀ f a : ℤ → ℝ, (∀ j, HasSum (fun k => multiphonon P g k * f (k + j)) (a j)) →
      HasSum (fun k : ℤ => multiphonon P g k * ((k : ℝ) * f k))
        (g * ∑ j ∈ P.supp, P.p j * j * a j) := by
    intro f a h
    have h' := hasSum_sum (fun j (_ : j ∈ P.supp) =>
      ((Equiv.subRight j).hasSum_iff.mpr (h j)).mul_left (P.p j * j))
    refine rewrite_sum (h'.mul_left g) (fun k => ?_) rfl
    simp only [Function.comp_apply, Equiv.subRight_apply, sub_add_cancel]
    rw [show multiphonon P g k * ((k : ℝ) * f k) = (k : ℝ) * multiphonon P g k * f k by ring,
      multiphonon_rec P hg k]
    simp only [Finset.mul_sum, Finset.sum_mul]
    exact Finset.sum_congr rfl fun j _ => by ring
  have h1 : HasSum (fun k : ℤ => multiphonon P g k * (k : ℝ)) (g * moment P 1) :=
    rewrite_sum (H (fun _ => 1) (fun _ => 1) (fun j => by simpa using h0))
      (fun k => by ring) (by simp [moment])
  have e : ∀ c : ℝ, ∑ j ∈ P.supp, P.p j * j * (c + j) = c * moment P 1 + moment P 2 := by
    intro c
    simp only [moment, Finset.mul_sum, ← Finset.sum_add_distrib]
    exact Finset.sum_congr rfl fun j _ => by ring
  have h2 : HasSum (fun k : ℤ => multiphonon P g k * (k : ℝ) ^ 2)
      (g * moment P 2 + (g * moment P 1) ^ 2) :=
    rewrite_sum (H (fun k => (k : ℝ)) (fun j => g * moment P 1 + j) (fun j =>
      rewrite_sum (h1.add (h0.mul_right (j : ℝ))) (fun k => by push_cast; ring) (by simp)))
      (fun k => by ring) (by simp only [e]; ring)
  refine ⟨fun k => tsum_nonneg fun n => mul_nonneg (by unfold weight; positivity)
    ((nPhonon_prob P n).1 k), h0, multiphonon_charFn P hg, h1, ?_⟩
  -- expand the square about the mean
  exact rewrite_sum ((h2.add (h1.mul_right (-2 * (g * moment P 1)))).add
    (h0.mul_right ((g * moment P 1) ^ 2))) (fun k => by ring) (by ring)

end

end MultiphononExpansion
```

```lean
#print axioms MultiphononExpansion.multiphonon_distribution
```

```
'MultiphononExpansion.multiphonon_distribution' depends on axioms: [propext, Classical.choice, Quot.sound]
```

## The theorem in physical terms

For every one-phonon spectrum `P` and every real `g` with `0 ≤ g`, `multiphonon_distribution` states five things: $S$ is non-negative, it sums to 1, its characteristic function is $e^{g(\varphi(t)-1)}$ at every real $t$, its mean is $g\,m_1$, and its variance is $g\,m_2$. At $g = 0$ only the elastic line remains.

The exponent $g$ and the weights $p_j$ are independent inputs. In a real harmonic solid in thermal equilibrium both follow from the mass of the atom, the phonon density of states projected on that atom and on the direction of the momentum transfer, the temperature and the size of the momentum transfer, and the weights obey detailed balance; none of this is imposed. Continuous one-phonon spectra, anharmonicity and coherent interference between atoms are not covered.

## The third central moment

The same averaging identity also gives the asymmetry of the spectrum, by a short calculation that goes beyond the Lean file. Take $f(k) = (k-\mu)^2$. The inner sum is $g\,m_2 + j^2$, because the cross term averages to zero, and therefore

$$\sum_k S(k)(k-\mu)^3 = g \sum_j j\, p_j\,(g\,m_2 + j^2) - \mu\, g\,m_2 = g\,m_3 .$$

For $g\,m_2 > 0$ the skewness is $m_3/(\sqrt{g}\, m_2^{3/2})$, so at a fixed one-phonon spectrum it falls off as $1/\sqrt{2W}$.
